# In a run of $mk$ samples with stationary covariances, keeping every $k$-th sample never lowers the variance of the average

## Can discarding correlated energies sharpen the mean?

I run Monte Carlo on a binary alloy at fixed temperature and record the energy after every sweep. Only a few atoms swap places per sweep, so successive energies are strongly correlated. I have been advised to keep every tenth energy, because the kept ones are nearly independent. But the run is already paid for. Could the average of the kept energies really be more precise than the average of all of them, or am I just throwing data away?

## No, if the covariances are stationary and $k$ divides the run length

Under these two conditions, the average of all samples has at most the variance of the thinned one. Thinning can still save storage or the cost of expensive measurements. It can also make an error bar that assumes independent samples more honest, but that improves the estimate of the error, not the average itself.

Number the samples $X_0,\dots,X_{mk-1}$, with $m,k\ge 1$. Assume that they are square-integrable and that their covariances depend only on the index difference. For each offset $r<k$, let

$$A_r=\frac1m\sum_{j=0}^{m-1}X_{jk+r},\qquad \bar X=\frac1{mk}\sum_{i=0}^{mk-1}X_i .$$

Every index below $mk$ is $jk+r$ for exactly one pair $(j,r)$, so $\bar X=\frac1k\sum_r A_r$. Shifting all indices by $r$ leaves the covariances unchanged, so

$$\operatorname{Var}A_r=\frac1{m^2}\sum_{i,j}\operatorname{cov}(X_{ik+r},X_{jk+r})=\frac1{m^2}\sum_{i,j}\operatorname{cov}(X_{ik},X_{jk})=:V$$

is the same for all offsets. Hence $\operatorname{Var}(A_a-A_b)=2V-2\operatorname{cov}(A_a,A_b)$. Summing over all $a,b<k$ and using $\operatorname{Var}\bar X=\frac1{k^2}\sum_{a,b}\operatorname{cov}(A_a,A_b)$ gives

$$\sum_{a,b}\operatorname{Var}(A_a-A_b)=2k^2V-2k^2\operatorname{Var}\bar X,$$

$$V-\operatorname{Var}\bar X=\frac1{2k^2}\sum_{a,b}\operatorname{Var}(A_a-A_b)\ \ge 0 .$$

The loss is zero exactly when every difference $A_a-A_b$ has zero variance. If samples fewer than $k$ steps apart all have correlations close to $+1$, the variances of these differences are small compared with that of a single sample, and so is the loss, but thinning still gains nothing. Energies that are strongly correlated from one sweep to the next but nearly independent after $k$ sweeps can lose noticeably more.

Two cases show the size of the loss. For uncorrelated samples of equal variance $v$, the two variances are $v/m$ and $v/(mk)$, so thinning costs a factor $k$. For $X_i=(-1)^i x$ with $x$ standard Gaussian and $k=2$, the full average is zero, while the odd-numbered samples average to $-x$, with variance one.

Both conditions matter. Let $x,y,z$ be uncorrelated with unit variance, and take the run $x,\,y,\,-x,\,z$. Keeping the first and third samples gives variance $0$, while the full average $(y+z)/4$ has variance $1/8$. Equal variances alone are therefore not enough: here samples two steps apart have covariance $-1$ in one pair and $0$ in the other. If the run stops after $x,\,y,\,-x$, the covariances are stationary, but $2$ does not divide $3$, and the full average has variance $1/9$ against $0$. Neither of these two counter-examples appears in the Lean code below.

### What the Lean statements say

A point of `Ω` is the outcome of a whole run, not one atomic configuration, and `X i` is the number recorded at step `i`. The letter `μ` is the probability measure on runs, not a chemical potential, and `k` is the thinning interval, not Boltzmann's constant. `MemLp (X i) 2 μ` means square-integrable; `Var[...; μ]` and `cov[...; μ]` are the variance and covariance.

`StationaryCov μ X N` says that shifting both indices by `s` leaves the covariance unchanged as long as the shifted indices stay below `N`. It stands for a run in equilibrium, where no time is special. The means need not be equal, and bias is not addressed.

`runAverage X (m * k)` is $\bar X$ and `thinnedAverage X m k r` is $A_r$. Counting from one, the choice $X_k,X_{2k},\dots,X_{mk}$ is the offset `r = k - 1`. The main theorem, `variance_run_le_thinned`, holds for every `r < k`; `thinning_loss` is the exact formula, and `variance_run_eq_thinned_iff` is the equality condition.

What remains for you to judge is whether your recorded energies fit this model. A Markov chain started in its equilibrium distribution does, given finite second moments and a transition rule that is the same from each recorded sample to the next; after a finite burn-in it generally does so only approximately.

```lean
import Mathlib

open MeasureTheory ProbabilityTheory Finset

namespace MonteCarloThinning

noncomputable section

variable {Ω : Type*} [MeasurableSpace Ω] {μ : Measure Ω}

/-- The covariances of the first `N` samples are unchanged by a common shift of both indices
within the run, so they depend only on the index difference. -/
def StationaryCov (μ : Measure Ω) (X : ℕ → Ω → ℝ) (N : ℕ) : Prop :=
  ∀ i j s, i + s < N → j + s < N → cov[X (i + s), X (j + s); μ] = cov[X i, X j; μ]

/-- The average of all samples `X 0, ..., X (N - 1)` of a run of length `N ≥ 1`. -/
def runAverage (X : ℕ → Ω → ℝ) (N : ℕ) : Ω → ℝ :=
  fun ω => (∑ i ∈ range N, X i ω) / (N : ℝ)

/-- The average of the `m ≥ 1` samples `X r, X (k + r), ..., X ((m - 1) k + r)`: every `k`-th
sample is kept, starting from offset `r`. -/
def thinnedAverage (X : ℕ → Ω → ℝ) (m k r : ℕ) : Ω → ℝ :=
  fun ω => (∑ j ∈ range m, X (j * k + r) ω) / (m : ℝ)

lemma index_lt {m k j r : ℕ} (hj : j < m) (hr : r < k) : j * k + r < m * k :=
  calc j * k + r < j * k + k := by omega
    _ = (j + 1) * k := by ring
    _ ≤ m * k := Nat.mul_le_mul_right k hj

/-- The variance of a sum of square-integrable variables divided by a constant is the sum of all
their covariances divided by the square of that constant. -/
theorem variance_sum_div [IsProbabilityMeasure μ] (Y : ℕ → Ω → ℝ) (n : ℕ) (c : ℝ)
    (hY : ∀ i ∈ range n, MemLp (Y i) 2 μ) :
    Var[fun ω => (∑ i ∈ range n, Y i ω) / c; μ] =
      (∑ i ∈ range n, ∑ j ∈ range n, cov[Y i, Y j; μ]) / c ^ 2 := by
  have h : (fun ω => (∑ i ∈ range n, Y i ω) / c) =
      fun ω => c⁻¹ * (∑ i ∈ range n, Y i) ω := by
    funext ω
    simp only [Finset.sum_apply]
    ring
  rw [h, variance_const_mul, variance_sum' hY]
  ring

omit [MeasurableSpace Ω] in
/-- The full average is the mean of the `k` thinned averages, one for each offset. -/
theorem runAverage_eq_mean_thinned (X : ℕ → Ω → ℝ) (m k : ℕ) :
    runAverage X (m * k) =
      fun ω => (∑ r ∈ range k, thinnedAverage X m k r ω) / (k : ℝ) := by
  funext ω
  -- sort the samples by their offset
  have h : ∀ n : ℕ, ∑ i ∈ range (n * k), X i ω =
      ∑ r ∈ range k, ∑ j ∈ range n, X (j * k + r) ω := by
    intro n
    induction n with
    | zero => simp
    | succ n ih =>
      rw [Nat.succ_mul, Finset.sum_range_add, ih, ← Finset.sum_add_distrib]
      exact Finset.sum_congr rfl fun r _ => (Finset.sum_range_succ _ n).symm
  simp only [runAverage, thinnedAverage]
  rw [h m, ← Finset.sum_div, Nat.cast_mul, div_div]

/-- In a run of square-integrable samples with stationary covariances, the thinned averages of
all offsets have the same variance. -/
theorem variance_thinned_eq [IsProbabilityMeasure μ] {X : ℕ → Ω → ℝ} {m k r s : ℕ}
    (hX : ∀ i < m * k, MemLp (X i) 2 μ) (hst : StationaryCov μ X (m * k))
    (hr : r < k) (hs : s < k) :
    Var[thinnedAverage X m k r; μ] = Var[thinnedAverage X m k s; μ] := by
  -- both agree with the covariance sum at offset zero
  have h : ∀ t < k, Var[thinnedAverage X m k t; μ] =
      (∑ i ∈ range m, ∑ j ∈ range m, cov[X (i * k), X (j * k); μ]) / (m : ℝ) ^ 2 := by
    intro t ht
    unfold thinnedAverage
    rw [variance_sum_div (fun j => X (j * k + t)) m m
      fun j hj => hX _ (index_lt (mem_range.1 hj) ht)]
    congr 1
    exact Finset.sum_congr rfl fun i hi => Finset.sum_congr rfl fun j hj =>
      hst _ _ _ (index_lt (mem_range.1 hi) ht) (index_lt (mem_range.1 hj) ht)
  rw [h r hr, h s hs]

lemma memLp_thinned {X : ℕ → Ω → ℝ} {m k r : ℕ}
    (hX : ∀ i < m * k, MemLp (X i) 2 μ) (hr : r < k) :
    MemLp (thinnedAverage X m k r) 2 μ := by
  have h := (memLp_finsetSum (range m) (f := fun j => X (j * k + r))
    fun j hj => hX _ (index_lt (mem_range.1 hj) hr)).const_mul ((m : ℝ)⁻¹)
  unfold thinnedAverage
  simpa only [div_eq_inv_mul] using h

/-- For square-integrable samples with stationary covariances, the variance added by thinning is the
sum of `Var (A_a - A_b)` over all ordered pairs `(a, b)` of offsets below `k`, divided by `2 k ^ 2`,
where `A_a` is the thinned average with offset `a`. -/
theorem thinning_loss [IsProbabilityMeasure μ] {X : ℕ → Ω → ℝ} {m k r : ℕ}
    (hX : ∀ i < m * k, MemLp (X i) 2 μ) (hst : StationaryCov μ X (m * k)) (hr : r < k) :
    Var[thinnedAverage X m k r; μ] - Var[runAverage X (m * k); μ] =
      (∑ a ∈ range k, ∑ b ∈ range k,
        Var[thinnedAverage X m k a - thinnedAverage X m k b; μ]) / (2 * (k : ℝ) ^ 2) := by
  have hk : (k : ℝ) ≠ 0 := Nat.cast_ne_zero.2 (by omega)
  have hA : ∀ a ∈ range k, MemLp (thinnedAverage X m k a) 2 μ :=
    fun a ha => memLp_thinned hX (mem_range.1 ha)
  -- each difference has variance 2 V - 2 cov, with V the common variance
  have hd : ∀ a ∈ range k, ∀ b ∈ range k,
      Var[thinnedAverage X m k a - thinnedAverage X m k b; μ] =
        2 * Var[thinnedAverage X m k r; μ] -
          2 * cov[thinnedAverage X m k a, thinnedAverage X m k b; μ] := by
    intro a ha b hb
    rw [variance_sub (hA a ha) (hA b hb), variance_thinned_eq hX hst (mem_range.1 ha) hr,
      variance_thinned_eq hX hst (mem_range.1 hb) hr]
    ring
  rw [Finset.sum_congr rfl fun a ha => Finset.sum_congr rfl fun b hb => hd a ha b hb,
    runAverage_eq_mean_thinned, variance_sum_div _ k k hA]
  simp only [Finset.sum_sub_distrib, Finset.sum_const, Finset.card_range, nsmul_eq_mul,
    ← Finset.mul_sum]
  field_simp

/-- For square-integrable samples with stationary covariances, the average of the whole run has
at most the variance of the average of every `k`-th sample, for any starting offset `r < k`. -/
theorem variance_run_le_thinned [IsProbabilityMeasure μ] {X : ℕ → Ω → ℝ} {m k r : ℕ}
    (hX : ∀ i < m * k, MemLp (X i) 2 μ) (hst : StationaryCov μ X (m * k)) (hr : r < k) :
    Var[runAverage X (m * k); μ] ≤ Var[thinnedAverage X m k r; μ] := by
  rw [← sub_nonneg, thinning_loss hX hst hr]
  exact div_nonneg (Finset.sum_nonneg fun a _ => Finset.sum_nonneg fun b _ =>
    variance_nonneg _ _) (by positivity)

/-- For square-integrable samples with stationary covariances, thinning leaves the variance
unchanged exactly when the thinned averages of any two offsets differ by a quantity of zero
variance. -/
theorem variance_run_eq_thinned_iff [IsProbabilityMeasure μ] {X : ℕ → Ω → ℝ} {m k r : ℕ}
    (hX : ∀ i < m * k, MemLp (X i) 2 μ) (hst : StationaryCov μ X (m * k)) (hr : r < k) :
    Var[runAverage X (m * k); μ] = Var[thinnedAverage X m k r; μ] ↔
      ∀ a < k, ∀ b < k, Var[thinnedAverage X m k a - thinnedAverage X m k b; μ] = 0 := by
  have hk : (2 * (k : ℝ) ^ 2) ≠ 0 := by
    have : (k : ℝ) ≠ 0 := Nat.cast_ne_zero.2 (by omega)
    positivity
  rw [eq_comm, ← sub_eq_zero, thinning_loss hX hst hr, div_eq_zero_iff, or_iff_left hk,
    Finset.sum_eq_zero_iff_of_nonneg
      fun a _ => Finset.sum_nonneg fun b _ => variance_nonneg _ _]
  constructor
  · intro h a ha b hb
    exact (Finset.sum_eq_zero_iff_of_nonneg fun b _ => variance_nonneg _ _).1
      (h a (mem_range.2 ha)) b (mem_range.2 hb)
  · intro h a ha
    exact Finset.sum_eq_zero fun b hb => h a (mem_range.1 ha) b (mem_range.1 hb)

/-- For square-integrable, pairwise uncorrelated samples of equal variance, keeping only every
`k`-th sample multiplies the variance of the average by `k`. -/
theorem variance_thinned_of_uncorrelated [IsProbabilityMeasure μ] {X : ℕ → Ω → ℝ}
    {m k r : ℕ} {v : ℝ} (hX : ∀ i < m * k, MemLp (X i) 2 μ)
    (hv : ∀ i < m * k, Var[X i; μ] = v)
    (hc : ∀ i < m * k, ∀ j < m * k, i ≠ j → cov[X i, X j; μ] = 0) (hr : r < k) :
    Var[thinnedAverage X m k r; μ] = k * Var[runAverage X (m * k); μ] := by
  -- only the diagonal of the covariance matrix contributes
  have diag : ∀ (n : ℕ) (f : ℕ → ℕ), (∀ i < n, f i < m * k) → Function.Injective f →
      ∑ i ∈ range n, ∑ j ∈ range n, cov[X (f i), X (f j); μ] = n * v := by
    intro n f hf hinj
    have h : ∀ i ∈ range n, ∑ j ∈ range n, cov[X (f i), X (f j); μ] = v := by
      intro i hi
      have hi' := hf i (mem_range.1 hi)
      rw [Finset.sum_eq_single_of_mem i hi fun j hj hji =>
        hc _ hi' _ (hf j (mem_range.1 hj)) fun e => hji (hinj e).symm,
        covariance_self (hX _ hi').aestronglyMeasurable.aemeasurable, hv _ hi']
    rw [Finset.sum_congr rfl h, Finset.sum_const, Finset.card_range, nsmul_eq_mul]
  have hk : 0 < k := by omega
  have hinj : Function.Injective fun j : ℕ => j * k + r := fun i j h =>
    Nat.eq_of_mul_eq_mul_right hk (Nat.add_right_cancel h)
  unfold thinnedAverage runAverage
  rw [variance_sum_div (fun j => X (j * k + r)) m m
      fun j hj => hX _ (index_lt (mem_range.1 hj) hr),
    variance_sum_div X (m * k) _ fun j hj => hX _ (mem_range.1 hj),
    diag m (fun j => j * k + r) (fun j hj => index_lt hj hr) hinj,
    diag (m * k) (fun j => j) (fun j hj => hj) fun _ _ h => h]
  have hk' : (k : ℝ) ≠ 0 := Nat.cast_ne_zero.2 hk.ne'
  rcases Nat.eq_zero_or_pos m with rfl | hm
  · simp
  · have hm' : (m : ℝ) ≠ 0 := Nat.cast_ne_zero.2 hm.ne'
    push_cast
    field_simp

/-- A chain that flips the sign of its starting value `x` at every step. -/
def alternatingChain (i : ℕ) : ℝ → ℝ := fun x => (-1) ^ i * x

/-- Started from a standard Gaussian value, the alternating chain is square-integrable with
stationary covariances. Over `2 m` samples, `m ≥ 1`, its full average has variance zero and the
average of every second sample has variance one. -/
theorem alternatingChain_witness {m : ℕ} (hm : 0 < m) :
    (∀ i, MemLp (alternatingChain i) 2 (gaussianReal 0 1)) ∧
    StationaryCov (gaussianReal 0 1) alternatingChain (m * 2) ∧
    Var[runAverage alternatingChain (m * 2); gaussianReal 0 1] = 0 ∧
    Var[thinnedAverage alternatingChain m 2 1; gaussianReal 0 1] = 1 := by
  refine ⟨fun i => ?_, fun i j s _ _ => ?_, ?_, ?_⟩
  · exact (memLp_id_gaussianReal' 2 (by simp)).const_mul _
  · -- constants factor out of the covariance
    have hc : ∀ a b : ℝ, cov[fun x : ℝ => a * x, fun x : ℝ => b * x; gaussianReal 0 1] =
        a * b * cov[fun x : ℝ => x, fun x : ℝ => x; gaussianReal 0 1] := by
      intro a b
      have h1 : cov[fun x : ℝ => a * x, fun x : ℝ => b * x; gaussianReal 0 1] =
          a * cov[fun x : ℝ => x, fun x : ℝ => b * x; gaussianReal 0 1] :=
        covariance_const_mul_left a
      have h2 : cov[fun x : ℝ => x, fun x : ℝ => b * x; gaussianReal 0 1] =
          b * cov[fun x : ℝ => x, fun x : ℝ => x; gaussianReal 0 1] :=
        covariance_const_mul_right b
      rw [h1, h2, mul_assoc]
    unfold alternatingChain
    rw [hc, hc, pow_add, pow_add]
    have hs : ((-1 : ℝ) ^ s) * (-1) ^ s = 1 := by
      rw [← mul_pow]
      norm_num
    linear_combination ((-1 : ℝ) ^ i * (-1) ^ j *
      cov[fun x : ℝ => x, fun x : ℝ => x; gaussianReal 0 1]) * hs
  · -- neighbouring samples cancel in pairs
    have h : ∀ (n : ℕ) (x : ℝ), ∑ i ∈ range (n * 2), alternatingChain i x = 0 := by
      intro n x
      induction n with
      | zero => simp
      | succ n ih =>
        rw [show (n + 1) * 2 = n * 2 + 1 + 1 by ring, Finset.sum_range_succ,
          Finset.sum_range_succ, ih]
        simp only [alternatingChain, pow_succ]
        ring
    have h0 : runAverage alternatingChain (m * 2) = 0 := by
      funext x
      simp only [runAverage, h m x, zero_div, Pi.zero_apply]
    rw [h0, variance_zero]
  · -- all retained samples equal the negative of the starting value
    have hm' : (m : ℝ) ≠ 0 := Nat.cast_ne_zero.2 hm.ne'
    have h1 : thinnedAverage alternatingChain m 2 1 = fun x => (-1) * x := by
      funext x
      have h : ∀ j ∈ range m, alternatingChain (j * 2 + 1) x = -1 * x := by
        intro j _
        have ho : Odd (j * 2 + 1) := ⟨j, by ring⟩
        simp only [alternatingChain, ho.neg_one_pow]
      simp only [thinnedAverage]
      rw [Finset.sum_congr rfl h, Finset.sum_const, Finset.card_range, nsmul_eq_mul]
      field_simp
    rw [h1, variance_const_mul, variance_fun_id_gaussianReal]
    norm_num

end

end MonteCarloThinning
```

```lean
#print axioms MonteCarloThinning.variance_run_le_thinned
#print axioms MonteCarloThinning.variance_run_eq_thinned_iff
#print axioms MonteCarloThinning.variance_thinned_of_uncorrelated
```

```
'MonteCarloThinning.variance_run_le_thinned' depends on axioms: [propext, Classical.choice, Quot.sound]
'MonteCarloThinning.variance_run_eq_thinned_iff' depends on axioms: [propext, Classical.choice, Quot.sound]
'MonteCarloThinning.variance_thinned_of_uncorrelated' depends on axioms: [propext, Classical.choice, Quot.sound]
```

### From the derivation to the Lean proof

`runAverage_eq_mean_thinned` sorts the samples by offset, by induction on the number of blocks of length `k`. `variance_sum_div` expands the variance of a scaled sum into covariances. It is used first for the samples within one $A_r$ and later for the $A_r$ within $\bar X$.

`variance_thinned_eq` applies the stationarity hypothesis with the offset as the shift, which reduces every thinned variance to the covariance sum at offset zero. `index_lt` confirms that the shifted indices stay inside the run, and `memLp_thinned` shows that each $A_r$ is square-integrable.

In `thinning_loss`, the step `hd` is the identity $\operatorname{Var}(A_a-A_b)=2V-2\operatorname{cov}(A_a,A_b)$. The proof then sums it over both offsets, and `field_simp` clears the denominators. The inequality follows because a sum of variances is nonnegative, and the equality condition because such a sum vanishes only if each term does.

`variance_thinned_of_uncorrelated` keeps only the diagonal covariances, through its step `diag`. `alternatingChain_witness` checks the Gaussian example: the signs $(-1)^s(-1)^s=1$ give stationarity, neighbours cancel in the full sum, and every retained sample equals $-x$.
